# The convergence window of linear mixing for a four-point equation with real eigenvalues below one

We represent the four-point functions by finite complex matrices: $L_0$ is the independent electron–hole propagator, $K$ the interaction kernel and $L$ the interacting function, all taken at one fixed frequency in a finite basis of pair states. The four-point equation is then

$$L = L_0 + L_0 K L .$$

Write $A = L_0K$. We assume that $A$ is diagonalizable with real eigenvalues $\lambda_i<1$, and call the least of them $m$. An eigenvalue equal to 1 would make $1-A$ singular, which signals an exciton at the chosen frequency. In the Tamm–Dancoff form $L_0=(\omega-D)^{-1}$, with $D$ the diagonal matrix of pair energies and $K$ Hermitian, the assumptions hold whenever $\omega$ lies below both the lowest pair energy and the lowest exciton.

## How mixing acts on the error

For real $a$, the mixed iteration is

$$L_{k+1}=(1-a)L_k+a(L_0+AL_k).$$

The claim is that it converges to $S=(1-A)^{-1}L_0$ from every starting matrix if and only if $0<a<2/(1-m)$.

Since no $\lambda_i$ equals 1, $1-A$ is invertible and $S$ is the only solution of $S=L_0+AS$. Let $E_k=L_k-S$. Writing $S=(1-a)S+a(L_0+AS)$ and subtracting gives

$$E_{k+1}=\big[(1-a)+aA\big]E_k .$$

Let $A=P\,\mathrm{diag}(\lambda_i)\,Q$ with $PQ=1$. Then

$$E_k=P\,\mathrm{diag}(f_i^{\,k})\,Q\,E_0,\qquad f_i=1-a(1-\lambda_i).$$

If all $|f_i|<1$, the error vanishes for every start. Conversely, choose $E_0=P$. Then $QE_k=\mathrm{diag}(f_i^{\,k})$, which tends to zero only if all $|f_i|<1$.

The condition $|f_i|<1$ means $0<a(1-\lambda_i)<2$. Because $1-\lambda_i$ is positive and largest for $\lambda_i=m$, all these conditions together say $0<a<2/(1-m)$.

The unmixed iteration has $a=1$, which lies in the window only if $m>-1$. Suppose that $m\le-1$ and that every start nevertheless had some limit $Y$. Taking the limit in the iteration gives $Y=L_0+AY$, so $Y=S$ each time, which contradicts the criterion. Hence some start has no limit at all.

Under the assumptions made here, the least eigenvalue of $L_0K$ therefore sets the upper limit for the mixing in this Bethe–Salpeter iteration. Damping, meaning $a<1$, is needed for convergence from every start exactly when $m\le-1$.

## Two modes with a repulsive kernel

Take $L_0=-1$ and $K=\begin{pmatrix}2&1\\1&2\end{pmatrix}$. The normalised eigenvectors $(1,1)/\sqrt2$ and $(1,-1)/\sqrt2$ of $L_0K$ have eigenvalues $-3$ and $-1$, so the window is $0<a<1/2$. The solution is

$$S=-\begin{pmatrix}3&1\\1&3\end{pmatrix}^{-1}=\frac18\begin{pmatrix}-3&1\\1&-3\end{pmatrix},$$

with eigenvalues $-1/4$ and $-1/2$ on the two modes.

Start from $L=0$. Without mixing, the first mode runs through $0,-1,2,-7,\dots$ and the second alternates between $0$ and $-1$. With $a=1/3$ the error factors are $-1/3$ and $1/3$: one step takes the errors from $1/4$ and $1/2$ to $-1/12$ and $1/6$.

## The iteration and its eigenmodes in Lean

The index type `n` labels the pair states. The update rule takes a real mixing `a`, which is cast to a complex number inside the matrix expression.

```lean
import Mathlib

open Matrix Filter Topology

namespace BetheSalpeterMixing

noncomputable section

variable {n : Type*} [Fintype n] [DecidableEq n]

/-- One step of the mixed iteration: the fraction `a` of the new four-point function
`L0 + L0 K L` is added to the fraction `1 - a` of the old one. -/
def mixStep (L0 K : Matrix n n ℂ) (a : ℝ) (L : Matrix n n ℂ) : Matrix n n ℂ :=
  (1 - (a : ℂ)) • L + (a : ℂ) • (L0 + L0 * K * L)
```

The candidate limit is the resolvent expression. Lean's matrix inverse is zero for a singular matrix, so the definition has its intended meaning only when $1-L_0K$ is invertible.

```lean
/-- The four-point function `(1 - L0 K)⁻¹ L0`, meant for invertible `1 - L0 K`. -/
def bseSolution (L0 K : Matrix n n ℂ) : Matrix n n ℂ := (1 - L0 * K)⁻¹ * L0
```

Diagonalizability is stated through explicit matrices. The columns of `P` are eigenvectors, not necessarily orthogonal or normalised, and `lam` lists the eigenvalues with multiplicity.

```lean
/-- The matrix `A` is diagonalizable with the real eigenvalues `lam i`. -/
def HasRealModes (A : Matrix n n ℂ) (lam : n → ℝ) : Prop :=
  ∃ P Q : Matrix n n ℂ, P * Q = 1 ∧ A = P * diagonal (fun i => (lam i : ℂ)) * Q
```

The number $f_i$ is `mixFactor a (lam i)`.

```lean
/-- The factor `1 - a (1 - x)` belonging to the mixing `a` and the eigenvalue `x`. -/
def mixFactor (a x : ℝ) : ℝ := 1 - a * (1 - x)
```

## Invertibility and the unique solution

Two lemmas carry out matrix algebra in the eigenbasis. The first multiplies eigenvalues, using $QP=1$; the second finds the eigenvalues of $s+tA$.

```lean
/-- Matrices that are diagonal in the same basis are multiplied eigenvalue by eigenvalue. -/
theorem modes_mul {P Q : Matrix n n ℂ} (hPQ : P * Q = 1) (u v : n → ℂ) :
    (P * diagonal u * Q) * (P * diagonal v * Q) = P * diagonal (fun i => u i * v i) * Q := by
  have hQP : Q * P = 1 := mul_eq_one_comm.1 hPQ
  calc (P * diagonal u * Q) * (P * diagonal v * Q)
      = P * diagonal u * (Q * P) * diagonal v * Q := by simp only [Matrix.mul_assoc]
    _ = P * diagonal (fun i => u i * v i) * Q := by
      rw [hQP, Matrix.mul_one, Matrix.mul_assoc P, Matrix.diagonal_mul_diagonal]

/-- If `P Q = 1`, then `s + t (P diag(d) Q)` is the matrix `P diag(s + t d i) Q`. -/
theorem modes_affine {P Q : Matrix n n ℂ} (hPQ : P * Q = 1) (s t : ℂ) (d : n → ℂ) :
    s • (1 : Matrix n n ℂ) + t • (P * diagonal d * Q)
      = P * diagonal (fun i => s + t * d i) * Q := by
  have h : diagonal (fun i => s + t * d i) = s • (1 : Matrix n n ℂ) + t • diagonal d := by
    ext i j
    by_cases hij : i = j
    · subst hij
      simp
    · simp [hij]
  simp only [h, Matrix.mul_add, Matrix.add_mul, Matrix.mul_smul, Matrix.smul_mul,
    Matrix.mul_one, hPQ]
```

With $s=1$ and $t=-1$, they show that the matrix with eigenvalues $1/(1-\lambda_i)$ is an inverse of $1-A$.

```lean
/-- If `A` is diagonalizable with real eigenvalues different from 1, then `1 - A` is
invertible. -/
theorem isUnit_det_one_sub {A : Matrix n n ℂ} {lam : n → ℝ} (h : HasRealModes A lam)
    (hne : ∀ i, lam i ≠ 1) : IsUnit (1 - A).det := by
  obtain ⟨P, Q, hPQ, hA⟩ := h
  have h0 : ∀ i, (1 : ℂ) + -1 * (lam i : ℂ) ≠ 0 := by
    intro i hi
    apply hne i
    have h1 : (lam i : ℂ) = 1 := by linear_combination -hi
    exact_mod_cast h1
  have h1 := modes_affine hPQ 1 (-1) (fun i => (lam i : ℂ))
  rw [← hA] at h1
  -- the inverse has the reciprocal eigenvalues
  have h2 : (1 - A) * (P * diagonal (fun i => ((1 : ℂ) + -1 * (lam i : ℂ))⁻¹) * Q) = 1 := by
    have h3 : (fun i => ((1 : ℂ) + -1 * (lam i : ℂ)) * ((1 : ℂ) + -1 * (lam i : ℂ))⁻¹)
        = fun _ => 1 := funext fun i => mul_inv_cancel₀ (h0 i)
    rw [show 1 - A = (1 : ℂ) • (1 : Matrix n n ℂ) + (-1 : ℂ) • A by module, h1,
      modes_mul hPQ, h3, Matrix.diagonal_one, Matrix.mul_one, hPQ]
  exact Matrix.isUnit_det_of_right_inverse h2
```

Multiplying by this inverse turns the four-point equation into `L = bseSolution L0 K`, and the reverse direction multiplies back.

```lean
/-- For invertible `1 - L0 K`, the four-point equation `L = L0 + L0 K L` has exactly one
solution, `(1 - L0 K)⁻¹ L0`. -/
theorem fourPoint_iff {L0 K : Matrix n n ℂ} (hu : IsUnit (1 - L0 * K).det)
    (L : Matrix n n ℂ) : L = L0 + L0 * K * L ↔ L = bseSolution L0 K := by
  constructor
  · intro h
    have h1 : (1 - L0 * K) * L = L0 := by
      rw [Matrix.sub_mul, Matrix.one_mul]
      exact sub_eq_of_eq_add h
    calc L = (1 - L0 * K)⁻¹ * ((1 - L0 * K) * L) := by
          rw [← Matrix.mul_assoc, Matrix.nonsing_inv_mul _ hu, Matrix.one_mul]
      _ = bseSolution L0 K := by rw [h1, bseSolution]
  · rintro rfl
    have h1 : (1 - L0 * K) * bseSolution L0 K = L0 := by
      rw [bseSolution, ← Matrix.mul_assoc, Matrix.mul_nonsing_inv _ hu, Matrix.one_mul]
    rw [Matrix.sub_mul, Matrix.one_mul] at h1
    exact eq_add_of_sub_eq h1
```

## Powers of the error factors

The one-step identity substitutes $L_0=S-AS$ and compares both sides.

```lean
/-- One mixed step multiplies the deviation from a solution `S` of the four-point equation
by the matrix `(1 - a) + a L0 K`. -/
theorem mixStep_error {L0 K S : Matrix n n ℂ} (hS : S = L0 + L0 * K * S) (a : ℝ)
    (X : Matrix n n ℂ) : mixStep L0 K a X - S
      = ((1 - (a : ℂ)) • (1 : Matrix n n ℂ) + (a : ℂ) • (L0 * K)) * (X - S) := by
  simp only [mixStep]
  generalize L0 * K = A at hS ⊢
  have h : L0 = S - A * S := eq_sub_of_add_eq hS.symm
  rw [h]
  simp only [Matrix.add_mul, Matrix.smul_mul, Matrix.one_mul, Matrix.mul_sub]
  module
```

Induction on `k` gives the formula for $E_k$. Here `(mixStep L0 K a)^[k] X` is the result of `k` steps from `X`, and `modes_mul` supplies one more factor at each step.

```lean
/-- Let `L0 K = P diag(lam) Q` with `P Q = 1` and real `lam i`. After `k` mixed steps, each
eigenmode of `L0 K` in the deviation from a solution `S` of the four-point equation has been
multiplied by the `k`-th power of its factor. -/
theorem iterate_eq {L0 K S P Q : Matrix n n ℂ} {lam : n → ℝ} (hPQ : P * Q = 1)
    (hA : L0 * K = P * diagonal (fun i => (lam i : ℂ)) * Q) (hS : S = L0 + L0 * K * S)
    (a : ℝ) (X : Matrix n n ℂ) (k : ℕ) : (mixStep L0 K a)^[k] X
      = S + P * diagonal (fun i => (mixFactor a (lam i) : ℂ) ^ k) * Q * (X - S) := by
  induction k with
  | zero => simp [hPQ]
  | succ k ih =>
    have e := mixStep_error hS a ((mixStep L0 K a)^[k] X)
    rw [Function.iterate_succ_apply', ← sub_eq_iff_eq_add', e, ih, add_sub_cancel_left, hA,
      modes_affine hPQ, ← Matrix.mul_assoc, modes_mul hPQ]
    refine congrArg (fun d => P * diagonal d * Q * (X - S)) (funext fun i => ?_)
    have h1 : (1 - (a : ℂ)) + a * (lam i : ℂ) = (mixFactor a (lam i) : ℂ) := by
      simp only [mixFactor]
      push_cast
      ring
    linear_combination (mixFactor a (lam i) : ℂ) ^ k * h1
```

The next theorem assumes of the real eigenvalues only that they differ from 1. `Tendsto` expresses convergence of the matrices, which is entrywise. For necessity, the proof starts at `S + P` and follows the diagonal entry $(QE_k)_{ii}=f_i^{\,k}$: if $|f_i|\ge1$, its modulus never falls below 1, although its limit would have to be zero. For sufficiency, the powers tend to zero and continuity carries this over to the matrices.

```lean
/-- Let `L0 K` be diagonalizable with real eigenvalues different from 1. The mixed iteration
converges to `(1 - L0 K)⁻¹ L0` from every start iff all its factors have modulus below 1. -/
theorem converges_iff_factors {L0 K : Matrix n n ℂ} {lam : n → ℝ}
    (h : HasRealModes (L0 * K) lam) (hne : ∀ i, lam i ≠ 1) (a : ℝ) :
    (∀ X, Tendsto (fun k => (mixStep L0 K a)^[k] X) atTop (𝓝 (bseSolution L0 K)))
      ↔ ∀ i, |mixFactor a (lam i)| < 1 := by
  have hS := (fourPoint_iff (isUnit_det_one_sub h hne) (bseSolution L0 K)).2 rfl
  obtain ⟨P, Q, hPQ, hA⟩ := h
  have hQP : Q * P = 1 := mul_eq_one_comm.1 hPQ
  generalize bseSolution L0 K = S at hS ⊢
  have hk := iterate_eq hPQ hA hS a
  constructor
  · intro H i
    -- start with the deviation `P`, which contains every eigenmode
    have hval : ∀ k, (Q * ((mixStep L0 K a)^[k] (S + P) - S)) i i
        = (mixFactor a (lam i) : ℂ) ^ k := by
      intro k
      simp only [hk, add_sub_cancel_left]
      rw [Matrix.mul_assoc _ Q P, hQP, Matrix.mul_one, ← Matrix.mul_assoc, hQP,
        Matrix.one_mul, Matrix.diagonal_apply_eq]
    have hc : Continuous fun L : Matrix n n ℂ => (Q * (L - S)) i i :=
      (continuous_const.matrix_mul (continuous_id.sub continuous_const)).matrix_elem i i
    have h3 := (hc.tendsto S).comp (H (S + P))
    by_contra hn
    have h4 : 1 ≤ ‖(Q * (S - S)) i i‖ := ge_of_tendsto' h3.norm (fun k => by
      show 1 ≤ ‖(Q * ((mixStep L0 K a)^[k] (S + P) - S)) i i‖
      rw [hval, norm_pow, Complex.norm_real, Real.norm_eq_abs]
      exact one_le_pow₀ (not_lt.1 hn))
    rw [sub_self, Matrix.mul_zero, Matrix.zero_apply, norm_zero] at h4
    linarith
  · intro H X
    simp only [hk]
    have hc : Continuous fun d : n → ℂ => S + P * diagonal d * Q * (X - S) :=
      continuous_const.add (((continuous_const.matrix_mul
        continuous_id.matrix_diagonal).matrix_mul continuous_const).matrix_mul continuous_const)
    have hd : Tendsto (fun k : ℕ => fun i => (mixFactor a (lam i) : ℂ) ^ k) atTop
        (𝓝 (fun _ => 0)) :=
      tendsto_pi_nhds.2 fun i => tendsto_pow_atTop_nhds_zero_of_norm_lt_one (by
        rw [Complex.norm_real, Real.norm_eq_abs]
        exact H i)
    have h0 : S + P * diagonal (fun _ => (0 : ℂ)) * Q * (X - S) = S := by simp
    have h3 := (hc.tendsto (fun _ => 0)).comp hd
    rw [h0] at h3
    exact h3
```

## The window for the mixing

`IsLeast (Set.range lam) m` says that `m` is an eigenvalue and that none is smaller. Necessity uses only the factor of that eigenvalue, at index `i0`; sufficiency bounds every other factor by means of $m\le\lambda_i$.

```lean
/-- Let `L0 K` be diagonalizable with real eigenvalues below 1, the least being `m`. The mixed
iteration converges to `(1 - L0 K)⁻¹ L0` from every start iff `0 < a < 2 / (1 - m)`. -/
theorem mixing_converges_iff {L0 K : Matrix n n ℂ} {lam : n → ℝ} {m : ℝ}
    (h : HasRealModes (L0 * K) lam) (hlt : ∀ i, lam i < 1)
    (hm : IsLeast (Set.range lam) m) (a : ℝ) :
    (∀ X, Tendsto (fun k => (mixStep L0 K a)^[k] X) atTop (𝓝 (bseSolution L0 K)))
      ↔ 0 < a ∧ a < 2 / (1 - m) := by
  rw [converges_iff_factors h (fun i => (hlt i).ne) a]
  obtain ⟨⟨i0, rfl⟩, hmin⟩ := hm
  have hp : 0 < 1 - lam i0 := sub_pos.2 (hlt i0)
  rw [lt_div_iff₀ hp]
  constructor
  · intro H
    have h1 := abs_lt.1 (H i0)
    simp only [mixFactor] at h1
    refine ⟨?_, by linarith [h1.1]⟩
    by_contra hn
    nlinarith [mul_nonneg (neg_nonneg.2 (not_lt.1 hn)) hp.le, h1.2]
  · rintro ⟨ha, hb⟩ i
    have hle : lam i0 ≤ lam i := hmin ⟨i, rfl⟩
    simp only [mixFactor]
    rw [abs_lt]
    constructor
    · nlinarith [mul_le_mul_of_nonneg_left hle ha.le]
    · nlinarith [mul_pos ha (sub_pos.2 (hlt i))]
```

The failure theorem identifies the unmixed rule with `mixStep L0 K 1`. It then shows that any limit is a fixed point and hence the solution, as in the derivation above. It gives one bad start, not failure from all starts: starting at $S$ itself always succeeds.

```lean
/-- Let `L0 K` be diagonalizable with real eigenvalues below 1, the least being `m ≤ -1`.
Then the unmixed iteration has no limit for some starting matrix. -/
theorem unmixed_fails {L0 K : Matrix n n ℂ} {lam : n → ℝ} {m : ℝ}
    (h : HasRealModes (L0 * K) lam) (hlt : ∀ i, lam i < 1)
    (hm : IsLeast (Set.range lam) m) (hm1 : m ≤ -1) :
    ∃ X, ∀ Y, ¬ Tendsto (fun k => (fun L => L0 + L0 * K * L)^[k] X) atTop (𝓝 Y) := by
  by_contra! H
  have hf : (fun L => L0 + L0 * K * L) = mixStep L0 K 1 := by
    funext L
    simp [mixStep]
  have h1 := (mixing_converges_iff h hlt hm 1).1 (fun X => by
    obtain ⟨Y, hY⟩ := H X
    -- a limit is a fixed point, hence the solution
    have hc : Continuous fun L : Matrix n n ℂ => L0 + L0 * K * L :=
      continuous_const.add (continuous_const.matrix_mul continuous_id)
    have hfix : Y = L0 + L0 * K * Y :=
      Eq.symm (isFixedPt_of_tendsto_iterate hY hc.continuousAt)
    have hYS := (fourPoint_iff (isUnit_det_one_sub h fun i => (hlt i).ne) Y).1 hfix
    rw [← hYS, ← hf]
    exact hY)
  have h2 := h1.2
  rw [lt_div_iff₀ (by linarith)] at h2
  linarith
```

## Balancing the extreme factors

Let $s=2-m-M$ with $m\le M<1$. The bound $-f_m\le(M-m)/s$ gives $a\le2/s$, and $f_M\le(M-m)/s$ gives $a\ge2/s$. So exactly one mixing meets both bounds, and there $f_m=-(M-m)/s$ and $f_M=(M-m)/s$. If $M$ is the greatest eigenvalue, the remaining factors lie between these two, because $f_i$ is affine in $\lambda_i$.

```lean
/-- For eigenvalues `m ≤ M < 1`, both factors have modulus at most `(M - m) / (2 - m - M)`
exactly when the mixing is `a = 2 / (2 - m - M)`. -/
theorem optimal_mixing {m M : ℝ} (hmM : m ≤ M) (hM : M < 1) (a : ℝ) :
    max |mixFactor a m| |mixFactor a M| ≤ (M - m) / (2 - m - M)
      ↔ a = 2 / (2 - m - M) := by
  have hs : 0 < 2 - m - M := by linarith
  rw [max_le_iff, le_div_iff₀ hs, le_div_iff₀ hs, eq_div_iff hs.ne']
  simp only [mixFactor]
  constructor
  · rintro ⟨h1, h2⟩
    have e1 := mul_le_mul_of_nonneg_right (neg_le_abs (1 - a * (1 - m))) hs.le
    have e2 := mul_le_mul_of_nonneg_right (le_abs_self (1 - a * (1 - M))) hs.le
    apply le_antisymm
    · exact le_of_mul_le_mul_right (by nlinarith : a * (2 - m - M) * (1 - m) ≤ 2 * (1 - m))
        (by linarith)
    · exact le_of_mul_le_mul_right (by nlinarith : 2 * (1 - M) ≤ a * (2 - m - M) * (1 - M))
        (by linarith)
  · intro h
    have habs : ∀ x : ℝ, |x| * (2 - m - M) = |x * (2 - m - M)| := fun x => by
      rw [abs_mul, abs_of_pos hs]
    have e1 : (1 - a * (1 - m)) * (2 - m - M) = -(M - m) := by
      linear_combination -(1 - m) * h
    have e2 : (1 - a * (1 - M)) * (2 - m - M) = M - m := by
      linear_combination -(1 - M) * h
    rw [habs, habs, e1, e2, abs_neg, abs_of_nonneg (sub_nonneg.2 hmM)]
    exact ⟨le_rfl, le_rfl⟩
```

The last theorem confirms that the two-mode example satisfies the hypotheses with $m=-3$. Its `P` has the unnormalised columns $(1,1)$ and $(1,-1)$, and `Q` contains the compensating factor $1/2$.

```lean
/-- For `L0 = -1` and the kernel with rows `(2, 1)` and `(1, 2)`, the matrix `L0 K` is
diagonalizable with the eigenvalues `-3` and `-1`, all below 1, the least being `-3`. -/
theorem mixing_witness :
    HasRealModes ((!![-1, 0; 0, -1] : Matrix (Fin 2) (Fin 2) ℂ) * !![2, 1; 1, 2]) ![-3, -1]
      ∧ (∀ i, (![-3, -1] : Fin 2 → ℝ) i < 1)
      ∧ IsLeast (Set.range (![-3, -1] : Fin 2 → ℝ)) (-3) := by
  refine ⟨⟨!![1, 1; 1, -1], !![1/2, 1/2; 1/2, -1/2], ?_, ?_⟩, ?_, ⟨0, by simp⟩, ?_⟩
  · ext i j
    fin_cases i <;> fin_cases j <;>
      simp [Matrix.mul_apply, Fin.sum_univ_succ] <;> norm_num
  · have hD : diagonal (fun i => (((![-3, -1] : Fin 2 → ℝ) i : ℝ) : ℂ))
        = !![-3, 0; 0, -1] := by
      ext i j
      fin_cases i <;> fin_cases j <;> simp [Matrix.diagonal]
    rw [hD]
    ext i j
    fin_cases i <;> fin_cases j <;>
      simp [Matrix.mul_apply, Fin.sum_univ_succ] <;> norm_num
  · intro i
    fin_cases i <;> norm_num
  · rintro _ ⟨i, rfl⟩
    fin_cases i <;> norm_num

end

end BetheSalpeterMixing
```

```lean
#print axioms BetheSalpeterMixing.mixing_converges_iff
#print axioms BetheSalpeterMixing.unmixed_fails
#print axioms BetheSalpeterMixing.optimal_mixing
```

```
'BetheSalpeterMixing.mixing_converges_iff' depends on axioms: [propext, Classical.choice, Quot.sound]
'BetheSalpeterMixing.unmixed_fails' depends on axioms: [propext, Classical.choice, Quot.sound]
'BetheSalpeterMixing.optimal_mixing' depends on axioms: [propext, Classical.choice, Quot.sound]
```
